# A Givens rotation in the plane $(p,q)$ mixes the generators $L_{qr}$ and $L_{pr}$ for distinct $p,q,r$

Let $E_{pq}$ be the real $n\times n$ matrix with a one in row $p$, column $q$ and zeros elsewhere, and let $L_{pq}=E_{pq}-E_{qp}$. For pairwise distinct indices $p,q,r$ and every real $\theta$,

$$e^{\theta L_{pq}}\,L_{qr}\,e^{-\theta L_{pq}}=\cos\theta\,L_{qr}+\sin\theta\,L_{pr}.$$

The $L_{pq}$ generate real rotations of a finite orthonormal set of orbitals, the variables of an SCF optimisation with real orbitals; everything below concerns these one-particle matrices, not operators on many-electron states and not complex rotations.

Parts (a) to (c) work in a real Banach algebra `𝔸`, a complete normed algebra, of which the real square matrices are an example. The function `exp` is the power-series exponential, `•` is multiplication by a real number, and $[X,Y]=XY-YX$.

```lean
import Mathlib

open NormedSpace

namespace GivensGenerators

noncomputable section

section Algebra

variable {𝔸 : Type*} [NormedRing 𝔸] [NormedAlgebra ℝ 𝔸] [CompleteSpace 𝔸]
```

## (a) A linear equation of motion

*Let $K,M$ be fixed elements and let $C(t)$ satisfy $C'=KC-CM$ for all real $t$. Show that $C(\theta)=e^{\theta K}C(0)e^{-\theta M}$.*

The product rule gives

$$\frac{d}{dt}\left[e^{-tK}Ce^{tM}\right]=e^{-tK}\left[-KC+(KC-CM)+CM\right]e^{tM}=0,$$

so $e^{-\theta K}C(\theta)e^{\theta M}=C(0)$. For any element $X$, the constant $C=1$ solves the equation with $K=M=-X$, whence $e^{\theta X}e^{-\theta X}=1$. Multiplying by $e^{\theta K}$ from the left and by $e^{-\theta M}$ from the right isolates $C(\theta)$. In Lean, `hC` is the differential equation, `aux` is the constancy argument with `noncomm_ring` cancelling the bracket, `inv` is the inverse relation, and the `calc` block does the multiplication.

```lean
/-- The equation of motion `C' = K C - C M` in a real Banach algebra has the solution
`C(θ) = exp(θK) C(0) exp(-θM)`. -/
theorem motion_solution (K M : 𝔸) (C : ℝ → 𝔸)
    (hC : ∀ t, HasDerivAt C (K * C t - C t * M) t) (θ : ℝ) :
    C θ = exp (θ • K) * C 0 * exp (-(θ • M)) := by
  -- `exp(-tX) D(t) exp(tY)` has zero derivative, hence is constant
  have aux : ∀ (X Y : 𝔸) (D : ℝ → 𝔸), (∀ t, HasDerivAt D (X * D t - D t * Y) t) →
      exp (θ • (-X)) * D θ * exp (θ • Y) = D 0 := by
    intro X Y D hD
    have hd : ∀ t, HasDerivAt (fun u : ℝ => exp (u • (-X)) * D u * exp (u • Y)) 0 t := by
      intro t
      have h := ((hasDerivAt_exp_smul_const (-X) t).fun_mul (hD t)).fun_mul
        (hasDerivAt_exp_smul_const' Y t)
      refine h.congr_deriv ?_
      noncomm_ring
    have hc := is_const_of_deriv_eq_zero (fun t => (hd t).differentiableAt)
      (fun t => (hd t).deriv) θ 0
    simpa using hc
  -- the constant solution `D = 1` gives the inverse of the exponential
  have inv : ∀ X : 𝔸, exp (θ • X) * exp (-(θ • X)) = 1 := by
    intro X
    have h := aux (-X) (-X) (fun _ => 1) (fun t => by simpa using hasDerivAt_const t (1 : 𝔸))
    simpa using h
  have h := aux K M C hC
  rw [smul_neg] at h
  calc C θ = (exp (θ • K) * exp (-(θ • K))) * C θ * (exp (θ • M) * exp (-(θ • M))) := by
        rw [inv K, inv M, one_mul, mul_one]
    _ = exp (θ • K) * (exp (-(θ • K)) * C θ * exp (θ • M)) * exp (-(θ • M)) := by
        simp only [mul_assoc]
    _ = exp (θ • K) * C 0 * exp (-(θ • M)) := by rw [h]
```

## (b) A pair that rotates under conjugation

*Let $\omega$ be real, $[K,A]=\omega B$ and $[K,B]=-\omega A$. Show that $e^{\theta K}Ae^{-\theta K}=\cos(\omega\theta)A+\sin(\omega\theta)B$.*

Put $C(t)=\cos(\omega t)A+\sin(\omega t)B$, so that $C(0)=A$. Then

$$[K,C]=\cos(\omega t)\,\omega B-\sin(\omega t)\,\omega A=C'(t),$$

and (a) with $M=K$ gives the claim. The number $\omega$ is the angular frequency at which $A$ turns into $B$; the commutators `hA` and `hB` are assumed here and verified for matrices later. The step `e` expands $[K,C]$, and `module` compares coefficients.

```lean
/-- If `[K, A] = ωB` and `[K, B] = -ωA`, conjugation by `exp(θK)` sends `A` to
`cos(ωθ) A + sin(ωθ) B`. -/
theorem exp_conj_pair (ω : ℝ) (K A B : 𝔸) (hA : K * A - A * K = ω • B)
    (hB : K * B - B * K = -(ω • A)) (θ : ℝ) :
    exp (θ • K) * A * exp (-(θ • K)) = Real.cos (ω * θ) • A + Real.sin (ω * θ) • B := by
  have h := motion_solution K K (fun t => Real.cos (ω * t) • A + Real.sin (ω * t) • B)
    (fun t => by
      have h0 := (hasDerivAt_id' t).const_mul ω
      refine ((h0.cos.smul_const A).fun_add (h0.sin.smul_const B)).congr_deriv ?_
      have e : K * (Real.cos (ω * t) • A + Real.sin (ω * t) • B)
          - (Real.cos (ω * t) • A + Real.sin (ω * t) • B) * K
          = Real.cos (ω * t) • (K * A - A * K) + Real.sin (ω * t) • (K * B - B * K) := by
        simp only [mul_add, add_mul, mul_smul_comm, smul_mul_assoc, smul_sub]
        abel
      rw [e, hA, hB]
      module) θ
  simpa using h.symm
```

## (c) The Rodrigues formula

*Show that $K^3=-K$ implies $e^{\theta K}=1+\sin\theta\,K+(1-\cos\theta)K^2$.*

Call the right side $C(\theta)$; then $C(0)=1$ and

$$KC=K+\sin t\,K^2-(1-\cos t)K=\cos t\,K+\sin t\,K^2=C'(t).$$

Part (a) with $M=0$ yields $C(\theta)=e^{\theta K}$, and the proof calls `motion_solution K 0` in the same way. The condition `hK` is the one met by the generator of a plane rotation at unit frequency.

```lean
/-- Rodrigues formula: if `K³ = -K` then `exp(θK) = 1 + sin θ K + (1 - cos θ) K²`. -/
theorem exp_rodrigues (K : 𝔸) (hK : K * (K * K) = -K) (θ : ℝ) :
    exp (θ • K) = 1 + Real.sin θ • K + (1 - Real.cos θ) • (K * K) := by
  have h := motion_solution K 0 (fun t => 1 + Real.sin t • K + (1 - Real.cos t) • (K * K))
    (fun t => by
      refine (((hasDerivAt_const t (1 : 𝔸)).fun_add
        ((Real.hasDerivAt_sin t).smul_const K)).fun_add
        (((Real.hasDerivAt_cos t).const_sub 1).smul_const (K * K))).congr_deriv ?_
      simp only [mul_add, mul_one, mul_smul_comm, mul_zero, sub_zero, hK]
      module) θ
  simpa using h.symm

end Algebra
```

## Matrix units, generators and the Givens matrix

In Lean `n` is the finite set of orbital labels and not their number, and `E p q` is $E_{pq}$.

```lean
variable {n : Type*} [Fintype n] [DecidableEq n]

/-- The matrix unit `E_pq`, with entry one in row `p`, column `q` and zeros elsewhere. -/
def E (p q : n) : Matrix n n ℝ := Matrix.single p q 1

/-- The orbital rotation generator `L_pq = E_pq - E_qp`. -/
def L (p q : n) : Matrix n n ℝ := E p q - E q p
```

The Givens matrix $G_{pq}(\theta)$ has $\cos\theta$ at positions $(p,p)$ and $(q,q)$, $+\sin\theta$ at $(p,q)$, $-\sin\theta$ at $(q,p)$, and agrees with the unit matrix elsewhere, for $p\ne q$. With $e_p$ the $p$-th unit column vector, this sign convention means $G_{pq}e_q=\cos\theta\,e_q+\sin\theta\,e_p$.

```lean
/-- The Givens matrix `1 + (cos θ - 1)(E_pp + E_qq) + sin θ (E_pq - E_qp)` of the plane
`(p, q)`. -/
def givens (p q : n) (θ : ℝ) : Matrix n n ℝ :=
  1 + (Real.cos θ - 1) • (E p p + E q q) + Real.sin θ • (E p q - E q p)
```

## (d) Products of matrix units

*Show that $E_{ab}E_{cd}=\delta_{bc}E_{ad}$ for any indices $a,b,c,d$.*

Since $E_{ab}=e_ae_b^{T}$, the product is $e_a(e_b^{T}e_c)e_d^{T}=\delta_{bc}\,e_ae_d^{T}$. Lean writes the Kronecker delta as `if b = c` and treats the two cases separately.

```lean
/-- Product rule of matrix units: `E_ab E_cd = δ_bc E_ad`. -/
theorem E_mul_E (a b c d : n) : E a b * E c d = if b = c then E a d else 0 := by
  unfold E
  split_ifs with h
  · subst h
    simp
  · apply Matrix.single_mul_single_of_ne
    exact h
```

## (e) Commutators of three generators

*For distinct $p,q,r$ show that $[L_{pq},L_{qr}]=L_{pr}$, $[L_{pq},L_{pr}]=-L_{qr}$, $L_{pq}^3=-L_{pq}$ and $L_{qr}\neq0$.*

In each product of two of these different generators, (d) leaves one term of four:

$$L_{pq}L_{qr}=E_{pr},\quad L_{qr}L_{pq}=E_{rp},\quad L_{pq}L_{pr}=-E_{qr},\quad L_{pr}L_{pq}=-E_{rq}.$$

Subtraction gives both commutators. Next $L_{pq}^2=-(E_{pp}+E_{qq})$, and $L_{pq}(E_{pp}+E_{qq})=-E_{qp}+E_{pq}=L_{pq}$, so $L_{pq}^3=-L_{pq}$. The $(q,r)$ entry of $L_{qr}$ is one. Thus (b) applies with $\omega=1$ and a nonzero $A$, in any index set with at least three labels. The `simp only` calls expand with `E_mul_E` and the inequalities `hpq`, `hqr`, `hpr`, and `abel` collects the surviving terms.

```lean
/-- For distinct `p, q, r` the matrices `K = L_pq`, `A = L_qr`, `B = L_pr` satisfy
`[K, A] = B`, `[K, B] = -A` and `K³ = -K`, with `A` nonzero. -/
theorem rotation_pair_witness {p q r : n} (hpq : p ≠ q) (hqr : q ≠ r) (hpr : p ≠ r) :
    L p q * L q r - L q r * L p q = L p r ∧ L p q * L p r - L p r * L p q = -L q r ∧
      L p q * (L p q * L p q) = -L p q ∧ L q r ≠ 0 := by
  refine ⟨?_, ?_, ?_, ?_⟩
  · simp only [L, mul_sub, sub_mul, E_mul_E, hpq, hpq.symm, hqr, hqr.symm, hpr, hpr.symm,
      ↓reduceIte]
    abel
  · simp only [L, mul_sub, sub_mul, E_mul_E, hpq, hpq.symm, hqr, hqr.symm, hpr, hpr.symm,
      ↓reduceIte]
    abel
  · simp only [L, mul_sub, sub_mul, E_mul_E, hpq, hpq.symm, mul_zero, ↓reduceIte]
    abel
  · intro h
    have h1 := congrFun (congrFun h q) r
    simp [L, E, Matrix.single, hqr, hqr.symm] at h1
```

## (f) The exponential is the Givens matrix

*For $p\ne q$ show that $e^{\theta L_{pq}}=G_{pq}(\theta)$.*

Insert $L_{pq}^2=-(E_{pp}+E_{qq})$ into (c):

$$e^{\theta L_{pq}}=1+\sin\theta\,L_{pq}+(\cos\theta-1)(E_{pp}+E_{qq}).$$

Two labels suffice, so the cube and the square are derived again as `h3` and `h2` without a third index. The clause `open scoped Matrix.Norms.Operator in` supplies an operator norm that makes the matrices a Banach algebra inside the proof; no norm appears in the statement.

```lean
/-- For `p ≠ q` the exponential of `θ L_pq` is the Givens matrix of the plane `(p, q)`. -/
theorem exp_L_eq_givens {p q : n} (hpq : p ≠ q) (θ : ℝ) :
    exp (θ • L p q) = givens p q θ := by
  have h3 : L p q * (L p q * L p q) = -L p q := by
    simp only [L, mul_sub, sub_mul, E_mul_E, hpq, hpq.symm, mul_zero, ↓reduceIte]
    abel
  -- the square of the generator is minus the projector on the plane
  have h2 : L p q * L p q = -(E p p + E q q) := by
    simp only [L, mul_sub, sub_mul, E_mul_E, hpq, hpq.symm, ↓reduceIte]
    abel
  have h : exp (θ • L p q) = 1 + Real.sin θ • L p q + (1 - Real.cos θ) • (L p q * L p q) :=
    open scoped Matrix.Norms.Operator in exp_rodrigues (L p q) h3 θ
  rw [h, h2, givens, L]
  module
```

## (g) The image of $L_{qr}$

*For distinct $p,q,r$ prove the formula stated at the top.*

Take $K=L_{pq}$, $A=L_{qr}$, $B=L_{pr}$, $\omega=1$ in (b), with the commutators from (e). The steps `h1` and `h2` put them in the form that (b) expects. The theorem `givens_mixes_generators` reads: for any finite label set, any three pairwise different labels and any real `θ`, the product `exp (θ • L p q) * L q r * exp (-(θ • L p q))` equals `Real.cos θ • L q r + Real.sin θ • L p r` as a real matrix.

```lean
/-- For distinct `p, q, r`: `exp(θL_pq) L_qr exp(-θL_pq) = cos θ L_qr + sin θ L_pr`. -/
theorem givens_mixes_generators {p q r : n} (hpq : p ≠ q) (hqr : q ≠ r) (hpr : p ≠ r)
    (θ : ℝ) :
    exp (θ • L p q) * L q r * exp (-(θ • L p q)) = Real.cos θ • L q r + Real.sin θ • L p r := by
  obtain ⟨hA, hB, -, -⟩ := rotation_pair_witness hpq hqr hpr
  have h1 : L p q * L q r - L q r * L p q = (1 : ℝ) • L p r := by rw [one_smul, hA]
  have h2 : L p q * L p r - L p r * L p q = -((1 : ℝ) • L q r) := by rw [one_smul, hB]
  have h : exp (θ • L p q) * L q r * exp (-(θ • L p q))
      = Real.cos (1 * θ) • L q r + Real.sin (1 * θ) • L p r :=
    open scoped Matrix.Norms.Operator in exp_conj_pair 1 (L p q) (L q r) (L p r) h1 h2 θ
  rwa [one_mul] at h
```

## (h) The image of $L_{pr}$

*For distinct $p,q,r$ show that $e^{\theta L_{pq}}L_{pr}e^{-\theta L_{pq}}=\cos\theta\,L_{pr}-\sin\theta\,L_{qr}$.*

Now $A=L_{pr}$ and $B=-L_{qr}$. By (e), $[K,A]=-L_{qr}=B$ and $[K,B]=-L_{pr}=-A$, which are `h1` and `h2`, so (b) applies again with $\omega=1$. The pair $L_{qr},L_{pr}$ transforms as $e_q,e_p$ do under $G_{pq}$.

```lean
/-- For distinct `p, q, r`: `exp(θL_pq) L_pr exp(-θL_pq) = cos θ L_pr - sin θ L_qr`. -/
theorem givens_mixes_partner {p q r : n} (hpq : p ≠ q) (hqr : q ≠ r) (hpr : p ≠ r)
    (θ : ℝ) :
    exp (θ • L p q) * L p r * exp (-(θ • L p q)) = Real.cos θ • L p r - Real.sin θ • L q r := by
  obtain ⟨hA, hB, -, -⟩ := rotation_pair_witness hpq hqr hpr
  have h1 : L p q * L p r - L p r * L p q = (1 : ℝ) • (-L q r) := by rw [one_smul, hB]
  have h2 : L p q * (-L q r) - (-L q r) * L p q = -((1 : ℝ) • L p r) := by
    rw [one_smul, ← hA]
    noncomm_ring
  have h : exp (θ • L p q) * L p r * exp (-(θ • L p q))
      = Real.cos (1 * θ) • L p r + Real.sin (1 * θ) • (-L q r) :=
    open scoped Matrix.Norms.Operator in exp_conj_pair 1 (L p q) (L p r) (-L q r) h1 h2 θ
  rw [h, one_mul, smul_neg, sub_eq_add_neg]
```

## (i) Generators of other planes

*Let neither $r$ nor a further index $s$ equal $p$ or $q$. Show that $e^{\theta L_{pq}}L_{rs}e^{-\theta L_{pq}}=L_{rs}$.*

Every product of a matrix unit from $L_{pq}$ with one from $L_{rs}$ vanishes by (d), so $[L_{pq},L_{rs}]=0$. Part (b) with $\omega=0$, $A=L_{rs}$, $B=0$ leaves $\cos 0\cdot L_{rs}$. The theorem assumes neither $p\ne q$ nor $r\ne s$; if a pair coincides, its generator is zero and the statement is trivial, so the case of interest has four different labels.

```lean
/-- If neither `r` nor `s` is `p` or `q`, conjugation by `exp(θL_pq)` leaves `L_rs`
unchanged. -/
theorem givens_fixes_spectator {p q r s : n} (hpr : p ≠ r) (hps : p ≠ s) (hqr : q ≠ r)
    (hqs : q ≠ s) (θ : ℝ) :
    exp (θ • L p q) * L r s * exp (-(θ • L p q)) = L r s := by
  have h1 : L p q * L r s - L r s * L p q = (0 : ℝ) • (0 : Matrix n n ℝ) := by
    simp [L, mul_sub, sub_mul, E_mul_E, hpr, hpr.symm, hps, hps.symm, hqr, hqr.symm, hqs,
      hqs.symm]
  have h2 : L p q * 0 - 0 * L p q = -((0 : ℝ) • L r s) := by simp
  have h : exp (θ • L p q) * L r s * exp (-(θ • L p q))
      = Real.cos (0 * θ) • L r s + Real.sin (0 * θ) • (0 : Matrix n n ℝ) :=
    open scoped Matrix.Norms.Operator in exp_conj_pair 0 (L p q) (L r s) 0 h1 h2 θ
  rw [h]
  simp
```

## (j) Conjugating a finite rotation

*For distinct $p,q,r$ and real $\theta,\varphi$ show that $e^{\theta L_{pq}}e^{\varphi L_{qr}}e^{-\theta L_{pq}}=e^{\varphi(\cos\theta L_{qr}+\sin\theta L_{pr})}$.*

For an invertible matrix $U$, any matrix $X$ and $k=0,1,2,\dots$ one has $(UXU^{-1})^k=UX^kU^{-1}$, hence $e^{UXU^{-1}}=Ue^{X}U^{-1}$ term by term. Take $U=e^{\theta L_{pq}}$, $X=\varphi L_{qr}$ and evaluate $UXU^{-1}$ by (g). The proof rewrites the right side backwards with (g), `Matrix.exp_neg` turns $e^{-\theta L_{pq}}$ into $U^{-1}$, `Matrix.isUnit_exp` gives invertibility, and `Matrix.exp_conj` is the series identity.

```lean
/-- For distinct `p, q, r`, the finite rotation `exp(φL_qr)` conjugated by `exp(θL_pq)` is the
rotation by `φ` generated by `cos θ L_qr + sin θ L_pr`. -/
theorem givens_conj_rotation {p q r : n} (hpq : p ≠ q) (hqr : q ≠ r) (hpr : p ≠ r)
    (θ φ : ℝ) :
    exp (θ • L p q) * exp (φ • L q r) * exp (-(θ • L p q))
      = exp (φ • (Real.cos θ • L q r + Real.sin θ • L p r)) := by
  -- conjugation passes through the exponential
  rw [← givens_mixes_generators hpq hqr hpr θ, ← smul_mul_assoc, ← mul_smul_comm,
    Matrix.exp_neg, Matrix.exp_conj _ _ (Matrix.isUnit_exp _)]

end

end GivensGenerators
```

```lean
#print axioms GivensGenerators.exp_L_eq_givens
#print axioms GivensGenerators.givens_mixes_partner
#print axioms GivensGenerators.givens_fixes_spectator
#print axioms GivensGenerators.givens_conj_rotation
```

```
'GivensGenerators.exp_L_eq_givens' depends on axioms: [propext, Classical.choice, Quot.sound]
'GivensGenerators.givens_mixes_partner' depends on axioms: [propext, Classical.choice, Quot.sound]
'GivensGenerators.givens_fixes_spectator' depends on axioms: [propext, Classical.choice, Quot.sound]
'GivensGenerators.givens_conj_rotation' depends on axioms: [propext, Classical.choice, Quot.sound]
```

## Coinciding indices and a two-row update

The remarks that follow are worked out by hand, in part from the theorems above, and are not themselves stated in Lean.

With two labels $p\neq q$ and $r=p$, formula (g) fails. The generator $L_{qp}=-L_{pq}$ commutes with $e^{\theta L_{pq}}$, so the left side is $L_{qp}$, while $L_{pp}=0$ makes the right side $\cos\theta\,L_{qp}$, which vanishes at $\theta=\pi/2$.

In a program, let $X$ be the real antisymmetric matrix, in the orbital basis, of a fixed one-particle operator, such as a rotation step (a closed-shell SCF orbital gradient behaves this way when the rotation leaves the density unchanged, as for $p,q$ both occupied or both virtual, but in general not for an occupied–virtual rotation), and let $C_{\rm orb}$ be the coefficient matrix with the orbitals as columns. Replacing $C_{\rm orb}$ by $C_{\rm orb}G_{pq}^{T}$ changes $X$ to $X'=G_{pq}XG_{pq}^{T}$, where $G_{pq}^{T}=G_{pq}(-\theta)=e^{-\theta L_{pq}}$. Collecting coefficients in (g) and (h) gives, for each $r$ other than $p,q$,

$$X'_{qr}=\cos\theta\,X_{qr}-\sin\theta\,X_{pr},\qquad X'_{pr}=\sin\theta\,X_{qr}+\cos\theta\,X_{pr}.$$

The entry $X_{pq}$ and, by (i), all entries away from rows and columns $p,q$ stay fixed. One loop over $r$ therefore replaces two matrix multiplications.
